# The Casida spectrum of degenerate pairs with uniform coupling

To check a Casida eigensolver on $N$ degenerate, uniformly coupled particle–hole pairs, one compares its output with $N-1$ eigenvalues at the squared gap and one shifted eigenvalue. These values follow from the characteristic polynomial. For $N\ge 1$ pairs with real gap $D$ and real coupling $k$, the Casida matrix is $C=D^2\mathbf 1+2DkJ$, where $J$ is the all-ones matrix, and

$$\det(s\mathbf 1-C)=(s-D^2)^{N-1}\,(s-D^2-2DkN).$$

## From the response equations to the shifted root

The response blocks are $A=D\mathbf 1+kJ$ and $B=kJ$. The constant $k$ stands for an interaction between transition densities that is equally strong for every two pairs, and for each pair with itself. With excitation amplitudes $X$, de-excitation amplitudes $Y$ and frequency $\omega$, the response equations are

$$AX+BY=\omega X,\qquad BX+AY=-\omega Y.$$

Adding and subtracting them gives $(A+B)(X+Y)=\omega(X-Y)$ and $(A-B)(X-Y)=\omega(X+Y)$, hence

$$(A-B)(A+B)(X+Y)=\omega^2(X+Y).$$

Here $A-B=D\mathbf 1$. For $D>0$, set $S=\sqrt D\,\mathbf 1$ and $X+Y=SF$. Then $S(A+B)S\,F=\omega^2F$, with

$$S(A+B)S=D(D\mathbf 1+2kJ)=C.$$

On an amplitude vector $v$, the matrix acts as

$$(Cv)_i=D^2v_i+2Dk\sum_j v_j.$$

The uniform vector, with normalised entries $1/\sqrt N$, therefore has eigenvalue $D^2+2DkN$. If $Dk\ne0$, then $Cv=D^2v$ holds exactly when $\sum_j v_j=0$. For $N=1$ only the zero vector satisfies this, so there is no unshifted mode.

For the determinant, let $a\neq0$, let $u$ be the column with all entries $b/a$, and let $w$ be the column of ones. Since $\det(\mathbf 1+uw^T)=1+w^Tu$,

$$\det(a\mathbf 1+bJ)=a^N\det(\mathbf 1+uw^T)=a^N\left(1+\frac{Nb}{a}\right)=a^{N-1}(a+Nb).$$

Setting $a=s-D^2$ and $b=-2Dk$ gives the claimed polynomial at every $s\ne D^2$. Two polynomials that agree at infinitely many points are equal, so the formula also holds at $s=D^2$.

For $D>0$ the shifted root is $D(D+2kN)$, and any other root is $D^2>0$. All squared frequencies are thus positive exactly when $D+2kN>0$. In this model of equal gaps and one coupling constant, a sufficiently attractive coupling makes the collective frequency imaginary, which signals an instability of the reference state.

## The model as real matrices

The finite type `ι` labels the pairs, and `Fintype.card ι` is $N$.

In Lean 4 with Mathlib:

```lean
import Mathlib

open Matrix

namespace CollectiveCasidaMode

noncomputable section

variable {ι : Type*} [Fintype ι] [DecidableEq ι]
```

The matrix $J$ has entry 1 everywhere, including the diagonal.

```lean
/-- The all-ones matrix, which couples every pair to every pair with equal strength. -/
def allOnes (ι : Type*) : Matrix ι ι ℝ := Matrix.of fun _ _ => 1
```

The two blocks share the same real $k$, which absorbs any spin factors. Unequal gaps, pair-dependent couplings and frequency-dependent kernels lie beyond this model.

```lean
/-- The resonant response block `A` for degenerate pairs of gap `D` and uniform coupling `k`. -/
def blockA (ι : Type*) [DecidableEq ι] (D k : ℝ) : Matrix ι ι ℝ :=
  D • (1 : Matrix ι ι ℝ) + k • allOnes ι

/-- The response block `B` that couples excitations to de-excitations with uniform strength `k`. -/
def blockB (ι : Type*) (k : ℝ) : Matrix ι ι ℝ := k • allOnes ι

/-- The Casida matrix of degenerate pairs with gap `D` and uniform coupling `k`. -/
def casida (ι : Type*) [DecidableEq ι] (D k : ℝ) : Matrix ι ι ℝ :=
  D ^ 2 • (1 : Matrix ι ι ℝ) + (2 * D * k) • allOnes ι
```

The next theorem states that $S^2=A-B$ and $S(A+B)S=C$ for $D\ge0$. The elimination of $X$ and $Y$ remains the calculation above. The proof collects the two factors $\sqrt D$ into $D$ with `Real.mul_self_sqrt`, and `module` compares the coefficients of $\mathbf 1$ and $J$.

```lean
/-- For a nonnegative gap, `√D` times the identity is a square root of `A - B`, and placing it
on both sides of `A + B` gives the Casida matrix. -/
theorem casida_from_response_blocks {D : ℝ} (hD : 0 ≤ D) (k : ℝ) :
    (√D • (1 : Matrix ι ι ℝ)) * (√D • (1 : Matrix ι ι ℝ)) = blockA ι D k - blockB ι k ∧
    (√D • (1 : Matrix ι ι ℝ)) * (blockA ι D k + blockB ι k) * (√D • (1 : Matrix ι ι ℝ))
      = casida ι D k := by
  constructor
  · rw [Matrix.smul_mul, Matrix.one_mul, smul_smul, Real.mul_self_sqrt hD]
    simp only [blockA, blockB, add_sub_cancel_right]
  · rw [Matrix.smul_mul, Matrix.one_mul, Matrix.mul_smul, Matrix.mul_one, smul_smul,
      Real.mul_self_sqrt hD]
    simp only [blockA, blockB, casida]
    module
```

## Collective and unshifted amplitudes

The product `*ᵥ` is a matrix acting on a vector. Expanding it gives the formula for $(Cv)_i$.

```lean
/-- The Casida matrix multiplies each amplitude by `D²` and adds to it `2Dk` times the sum of
all amplitudes. -/
theorem casida_mulVec_apply (D k : ℝ) (v : ι → ℝ) (i : ι) :
    (casida ι D k *ᵥ v) i = D ^ 2 * v i + 2 * D * k * ∑ j, v j := by
  simp [casida, allOnes, Matrix.mulVec, dotProduct, Matrix.one_apply, add_mul,
    Finset.sum_add_distrib, Finset.mul_sum]
```

Inserting the unnormalised vector of ones turns the sum into $N$.

```lean
/-- The Casida matrix of `N` pairs maps the vector of ones to `D² + 2DkN` times that vector. -/
theorem collective_mode (D k : ℝ) :
    casida ι D k *ᵥ (fun _ => 1) =
      (D ^ 2 + 2 * D * k * (Fintype.card ι : ℝ)) • (fun _ : ι => (1 : ℝ)) := by
  ext i
  rw [casida_mulVec_apply]
  simp
```

For the unshifted modes, the forward direction reads the equation at one pair `i`, cancels $D^2v_i$, and divides out the nonzero factor $2Dk$. The converse substitutes a vanishing sum. The hypothesis `Nonempty ι`, meaning $N\ge1$, supplies the pair.

```lean
/-- When gap and coupling are nonzero, the Casida matrix acts on an amplitude vector as
multiplication by `D²` exactly when the amplitudes sum to zero. -/
theorem unshifted_mode_iff [Nonempty ι] {D k : ℝ} (hD : D ≠ 0) (hk : k ≠ 0) (v : ι → ℝ) :
    casida ι D k *ᵥ v = D ^ 2 • v ↔ ∑ j, v j = 0 := by
  constructor
  · intro h
    obtain ⟨i⟩ := ‹Nonempty ι›
    have hi := congrFun h i
    rw [casida_mulVec_apply, Pi.smul_apply, smul_eq_mul] at hi
    have hz : 2 * D * k * ∑ j, v j = 0 := by linarith
    exact (mul_eq_zero.mp hz).resolve_left (mul_ne_zero (mul_ne_zero two_ne_zero hD) hk)
  · intro h
    ext i
    rw [casida_mulVec_apply, h, Pi.smul_apply, smul_eq_mul, mul_zero, add_zero]
```

## The determinant and the characteristic polynomial

In the determinant proof, `h` factors out $a$ and writes the coupling as a column times a row, with `Unit` as the one-element index. `Matrix.det_one_add_mul_comm` exchanges the factors, and `h1` evaluates the resulting $1\times1$ determinant.

```lean
/-- The determinant of a nonzero multiple `a` of the identity plus a uniform coupling `b`
among `N` pairs is `a^(N-1) (a + N b)`. -/
theorem det_uniform_coupling [Nonempty ι] {a : ℝ} (ha : a ≠ 0) (b : ℝ) :
    (a • (1 : Matrix ι ι ℝ) + b • allOnes ι).det =
      a ^ (Fintype.card ι - 1) * (a + (Fintype.card ι : ℝ) * b) := by
  have hb : a * (b / a) = b := by field_simp
  -- the coupling is a column times a row
  have h : a • (1 : Matrix ι ι ℝ) + b • allOnes ι =
      a • (1 + (Matrix.of fun _ _ => b / a : Matrix ι Unit ℝ) *
        (Matrix.of fun _ _ => 1 : Matrix Unit ι ℝ)) := by
    ext i j
    simp [allOnes, Matrix.mul_apply, mul_add, hb]
  -- exchanging the factors leaves a one-by-one determinant
  have h1 : (1 + (Matrix.of fun _ _ => 1 : Matrix Unit ι ℝ) *
      (Matrix.of fun _ _ => b / a : Matrix ι Unit ℝ)).det =
      1 + (Fintype.card ι : ℝ) * (b / a) := by
    simp [Matrix.det_unique, Matrix.mul_apply]
  rw [h, Matrix.det_smul, Matrix.det_one_add_mul_comm, h1,
    ← pow_sub_one_mul (Fintype.card_ne_zero (α := ι)) a, mul_assoc]
  congr 1
  linear_combination (Fintype.card ι : ℝ) * hb
```

The main theorem is an equality of polynomials in `Polynomial.X`, valid for every real $D$ and $k$. `Polynomial.eq_of_infinite_eval_eq` reduces it to values at $s\ne D^2$. There `hev` identifies the value of the characteristic polynomial with $\det(s\mathbf 1-C)$, and `hM` brings the matrix into the form $a\mathbf 1+bJ$.

```lean
/-- The characteristic polynomial of the Casida matrix of `N ≥ 1` degenerate, uniformly coupled
pairs is `(X - D²)^(N-1) (X - (D² + 2DkN))`. -/
theorem casida_charpoly [Nonempty ι] (D k : ℝ) :
    (casida ι D k).charpoly =
      (Polynomial.X - Polynomial.C (D ^ 2)) ^ (Fintype.card ι - 1) *
      (Polynomial.X - Polynomial.C (D ^ 2 + 2 * D * k * (Fintype.card ι : ℝ))) := by
  -- it suffices to compare values away from the bare squared gap
  apply Polynomial.eq_of_infinite_eval_eq
  refine (Set.finite_singleton (D ^ 2)).infinite_compl.mono fun s hs => ?_
  have ha : s - D ^ 2 ≠ 0 := sub_ne_zero.mpr (by simpa using hs)
  have hev : Polynomial.eval s (casida ι D k).charpoly =
      (s • (1 : Matrix ι ι ℝ) - casida ι D k).det := by
    rw [Matrix.charpoly, ← Polynomial.coe_evalRingHom, RingHom.map_det]
    congr 1
    ext i j
    by_cases h : i = j <;> simp [h]
  have hM : s • (1 : Matrix ι ι ℝ) - casida ι D k =
      (s - D ^ 2) • (1 : Matrix ι ι ℝ) + (-(2 * D * k)) • allOnes ι := by
    simp only [casida]
    module
  change Polynomial.eval s _ = Polynomial.eval s _
  rw [hev, hM, det_uniform_coupling ha]
  simp only [Polynomial.eval_mul, Polynomial.eval_pow, Polynomial.eval_sub,
    Polynomial.eval_X, Polynomial.eval_C]
  ring
```

## Positivity of the squared frequencies

The last theorem quantifies over real roots $s$, which are all the roots because the polynomial splits into real linear factors. One direction applies the assumption to the shifted root and cancels the positive factor $D$. The other splits the vanishing product into its two cases.

```lean
/-- For a positive gap, all real roots of the characteristic polynomial of the Casida matrix are
positive exactly when `D + 2kN` is positive. -/
theorem all_roots_positive_iff [Nonempty ι] {D : ℝ} (hD : 0 < D) (k : ℝ) :
    (∀ s : ℝ, (casida ι D k).charpoly.eval s = 0 → 0 < s) ↔
      0 < D + 2 * k * (Fintype.card ι : ℝ) := by
  have hfac : D ^ 2 + 2 * D * k * (Fintype.card ι : ℝ) =
      D * (D + 2 * k * (Fintype.card ι : ℝ)) := by ring
  simp only [casida_charpoly, Polynomial.eval_mul, Polynomial.eval_pow, Polynomial.eval_sub,
    Polynomial.eval_X, Polynomial.eval_C]
  constructor
  · intro h
    have hpos := h (D ^ 2 + 2 * D * k * (Fintype.card ι : ℝ)) (by rw [sub_self, mul_zero])
    rw [hfac] at hpos
    exact (mul_pos_iff_of_pos_left hD).mp hpos
  · intro h s hs
    rcases mul_eq_zero.mp hs with h0 | h0
    · -- a root at the bare squared gap
      have hz : s - D ^ 2 = 0 := by
        by_contra hne
        exact pow_ne_zero _ hne h0
      have hsq : 0 < D ^ 2 := by positivity
      linarith
    · -- the root shifted by the coupling
      have hpos := mul_pos hD h
      linarith

end

end CollectiveCasidaMode
```

```lean
#print axioms CollectiveCasidaMode.collective_mode
#print axioms CollectiveCasidaMode.unshifted_mode_iff
#print axioms CollectiveCasidaMode.casida_charpoly
#print axioms CollectiveCasidaMode.all_roots_positive_iff
```

```
'CollectiveCasidaMode.collective_mode' depends on axioms: [propext, Classical.choice, Quot.sound]
'CollectiveCasidaMode.unshifted_mode_iff' depends on axioms: [propext, Classical.choice, Quot.sound]
'CollectiveCasidaMode.casida_charpoly' depends on axioms: [propext, Classical.choice, Quot.sound]
'CollectiveCasidaMode.all_roots_positive_iff' depends on axioms: [propext, Classical.choice, Quot.sound]
```
